# For $G = BB^{\mathsf T}$, the matrix $GG^-$ projects orthogonally onto the range of the Wilson matrix $B$

The generalized inverse $G^-$ is built here from a spectral decomposition of $G$ that is supplied as data, and an eigenvalue counts as zero only when it is exactly zero. Two questions follow from this choice: whether a decomposition always exists, and whether $G^-$ depends on which one is supplied. Both are settled below, the first by the spectral theorem and the second by a short algebraic argument.

Let $q_i$ be the internal coordinates of a molecule, labelled by $i$ in a finite set $m$, and let $x_j$ be its Cartesian coordinates, labelled by $j$ in a finite set $n$. The Wilson matrix at a given geometry has the entries $B_{ij} = \partial q_i/\partial x_j$. A small Cartesian displacement $x$ changes the internal coordinates by $Bx$ to first order. When the internal coordinates are redundant, not every vector $s$ of requested changes has the form $Bx$. An optimiser that proposes steps in such coordinates can use $P = GG^-$ to remove the part of a step that no Cartesian displacement produces, within this linear model at a fixed geometry.

## The projector from the eigenvalues of $G$

The matrix $G = BB^{\mathsf T}$ is real and symmetric, so there are an orthogonal matrix $U$ and real numbers $d_i$ with

$$G = U\,\mathrm{diag}(d)\,U^{\mathsf T}, \qquad U^{\mathsf T}U = 1.$$

Put $d_i^- = 1/d_i$ if $d_i \neq 0$ and $d_i^- = 0$ if $d_i = 0$, and define

$$G^- = U\,\mathrm{diag}(d^-)\,U^{\mathsf T}, \qquad P = GG^-.$$

The claim is that $P^{\mathsf T} = P$, $P^2 = P$, $PB = B$, and that $P$ and $B$ have the same range.

**Relations between $G$ and $G^-$.** In a product of two matrices of the form $U\,\mathrm{diag}(\cdot)\,U^{\mathsf T}$, the inner factor $U^{\mathsf T}U$ is the identity, so the diagonal entries multiply one by one. Since $d_i d_i^- = d_i^- d_i$, $d_i d_i^- d_i = d_i$ and $d_i^- d_i d_i^- = d_i^-$ in both cases of the definition,

$$GG^- = G^-G, \qquad GG^-G = G, \qquad G^-GG^- = G^-.$$

**Independence of the decomposition.** Let $X$ and $Y$ be the generalized inverses from two decompositions of the same $G$. Both satisfy the three relations, and therefore

$$GX = (GYG)X = (GY)(GX) = (YG)(XG) = Y(GXG) = YG = GY.$$

It follows that

$$X = X(GX) = X(GY) = (XG)Y = (GX)Y = (GY)Y = (YG)Y = Y.$$

Degenerate eigenvalues, whose eigenvectors can be rotated among themselves, need no special treatment.

**Symmetry and idempotency.** Both $G$ and $G^-$ are symmetric, so $P^{\mathsf T} = G^-G = GG^- = P$. Also $P^2 = (GG^-G)G^- = GG^- = P$.

**Invariance of $B$.** Let $C = PB - B$. Because $PG = GG^-G = G$,

$$CC^{\mathsf T} = (PB - B)(B^{\mathsf T}P^{\mathsf T} - B^{\mathsf T}) = (PG - G)(P^{\mathsf T} - 1) = 0.$$

The diagonal entries of this product are $\sum_j C_{ij}^2 = 0$. All $C_{ij}$ are real, so each one vanishes and $PB = B$.

**Equality of the ranges.** For every $s$, $Ps = B(B^{\mathsf T}G^-s)$ lies in the range of $B$. For every $x$, $Bx = P(Bx)$ lies in the range of $P$.

**Realisable and nearest displacements.** If $s = Bx$, then $Ps = PBx = s$. Conversely, if $Ps = s$, then $x = B^{\mathsf T}G^-s$ gives $Bx = s$. For a general $s$ and any $x$, write

$$s - Bx = (s - Ps) + (Ps - Bx), \qquad Ps - Bx = P(s - Bx).$$

The two parts are orthogonal, since $(s - Ps)\cdot P(s - Bx) = (Ps - P^2s)\cdot(s - Bx) = 0$. Hence

$$|s - Bx|^2 = |s - Ps|^2 + |Ps - Bx|^2 \geq |s - Ps|^2,$$

and $Ps$ is the realisable displacement closest to $s$.

## Two coordinates that follow one Cartesian coordinate

Hold all Cartesian coordinates but one fixed, and let two internal coordinates depend on the remaining one with slopes 3 and 4. The slopes are chosen for easy arithmetic and don't describe a particular molecule. Then

$$B = \begin{pmatrix}3\\4\end{pmatrix}, \qquad G = \begin{pmatrix}9&12\\12&16\end{pmatrix},$$

with eigenvalue 25 for the normalised vector $(3/5, 4/5)$ and eigenvalue 0 for $(-4/5, 3/5)$. Inverting only the first eigenvalue gives

$$G^- = \frac{1}{625}\begin{pmatrix}9&12\\12&16\end{pmatrix}, \qquad P = \frac{1}{25}\begin{pmatrix}9&12\\12&16\end{pmatrix}.$$

The entries of $PB$ are $(27+48)/25 = 3$ and $(36+64)/25 = 4$, as they should be. A request $s = (5, 0)$ is not realisable. Its projection is $Ps = (9/5, 12/5)$, which the Cartesian displacement $x = 3/5$ produces. The remainder $(16/5, -12/5)$ is orthogonal to $B$.

## The matrices and the spectral data in Lean

The index types `m` and `n` label the internal and the Cartesian coordinates. Both are finite, and no relation between their sizes is assumed.

```lean
import Mathlib

open Matrix

namespace RedundantInternalCoordinates

noncomputable section

variable {m n : Type*} [Fintype m] [DecidableEq m] [Fintype n]
```

The matrix `B` is an arbitrary real matrix. Nothing in the file derives it from a molecular geometry, and no atomic masses enter `gMatrix`.

```lean
/-- The matrix `G = B Bᵀ` built from the Wilson matrix `B`. -/
def gMatrix (B : Matrix m n ℝ) : Matrix m m ℝ := B * Bᵀ
```

The proposition `IsSpectral G U d` says that `U` is orthogonal and that `G` has the stated decomposition. The columns of `U` are the eigenvectors, and `d i` is the eigenvalue of column `i`. The eigenvalues need not be ordered or distinct.

```lean
/-- `G = U diag(d) Uᵀ` with an orthogonal matrix `U` and real numbers `d`. -/
structure IsSpectral (G U : Matrix m m ℝ) (d : m → ℝ) : Prop where
  orth : Uᵀ * U = 1
  decomp : G = U * diagonal d * Uᵀ
```

The definition of `genInv` contains the case distinction for $d_i^-$ explicitly. It takes `U` and `d` as arguments and doesn't mention `G`. The matrix is the generalized inverse $G^-$ when `IsSpectral G U d` holds, and the theorems about `genInv` and `projector` assume this.

```lean
/-- The matrix `U diag(d⁻) Uᵀ`, where `d⁻ i` is `1 / d i` if `d i` is nonzero and `0` otherwise. -/
def genInv (U : Matrix m m ℝ) (d : m → ℝ) : Matrix m m ℝ :=
  U * diagonal (fun i => if d i = 0 then 0 else 1 / d i) * Uᵀ

/-- The matrix product `P = G G⁻`, with `gMatrix B` for `G` and `genInv U d` for `G⁻`. -/
def projector (B : Matrix m n ℝ) (U : Matrix m m ℝ) (d : m → ℝ) : Matrix m m ℝ :=
  gMatrix B * genInv U d
```

### Existence of a decomposition

The theorems about `projector` assume a spectral decomposition of `gMatrix B`. The next theorem supplies one for every `B`. It first shows that $BB^{\mathsf T}$ is Hermitian, which for real entries means symmetric, and then takes the eigenvectors and eigenvalues from Mathlib's spectral theorem.

```lean
/-- Every Wilson matrix has a `G` matrix with a spectral decomposition. -/
theorem exists_spectral (B : Matrix m n ℝ) :
    ∃ (U : Matrix m m ℝ) (d : m → ℝ), IsSpectral (gMatrix B) U d := by
  have hG : (gMatrix B).IsHermitian := by
    unfold Matrix.IsHermitian gMatrix
    rw [conjTranspose_eq_transpose_of_trivial, transpose_mul, transpose_transpose]
  refine ⟨hG.eigenvectorUnitary, hG.eigenvalues, ?_, ?_⟩
  · rw [← conjTranspose_eq_transpose_of_trivial]
    exact mem_unitaryGroup_iff'.mp hG.eigenvectorUnitary.2
  · have h := hG.spectral_theorem
    rw [Unitary.conjStarAlgAut_apply] at h
    rw [← conjTranspose_eq_transpose_of_trivial]
    exact h
```

The decomposition of the numerical example is checked entry by entry. The notation `!![3; 4]` is the column $B$, and the two columns of the second matrix are the normalised eigenvectors.

```lean
/-- Two internal coordinates depending on one Cartesian coordinate with slopes 3 and 4:
an explicit spectral decomposition of `G`, with eigenvalues 25 and 0. -/
theorem isSpectral_witness :
    IsSpectral (gMatrix (!![3; 4] : Matrix (Fin 2) (Fin 1) ℝ))
      !![3/5, -4/5; 4/5, 3/5] ![25, 0] := by
  constructor <;> ext i j <;> fin_cases i <;> fin_cases j <;>
    norm_num [gMatrix, Matrix.mul_apply, Fin.sum_univ_succ, vecMul_diagonal,
      diagonal_apply, one_apply]
```

### Algebra in the eigenbasis

The lemma `eigenbasis_mul` is the rule that diagonal entries multiply one by one. The calculation regroups the product until `Uᵀ * U` stands in the middle and then replaces it by the identity.

```lean
/-- Matrices diagonal in the same orthonormal basis multiply eigenvalue by eigenvalue. -/
theorem eigenbasis_mul {U : Matrix m m ℝ} (hU : Uᵀ * U = 1) (a b : m → ℝ) :
    (U * diagonal a * Uᵀ) * (U * diagonal b * Uᵀ)
      = U * diagonal (fun i => a i * b i) * Uᵀ := by
  calc (U * diagonal a * Uᵀ) * (U * diagonal b * Uᵀ)
      = U * diagonal a * (Uᵀ * U) * diagonal b * Uᵀ := by simp only [Matrix.mul_assoc]
    _ = U * diagonal (fun i => a i * b i) * Uᵀ := by
      rw [hU, Matrix.mul_one, Matrix.mul_assoc U, diagonal_mul_diagonal]
```

With this rule, each of the three relations reduces to a statement about the numbers `d i`. The commutation relation is the commutativity of real multiplication. For the other two, `by_cases` separates zero from nonzero eigenvalues.

```lean
/-- The generalized inverse commutes with `G` and satisfies `G G⁻ G = G` and `G⁻ G G⁻ = G⁻`. -/
theorem genInv_relations {G U : Matrix m m ℝ} {d : m → ℝ} (h : IsSpectral G U d) :
    G * genInv U d = genInv U d * G ∧ G * genInv U d * G = G ∧
      genInv U d * G * genInv U d = genInv U d := by
  obtain ⟨hU, rfl⟩ := h
  unfold genInv
  -- in the eigenbasis each relation is a statement about single eigenvalues
  refine ⟨?_, ?_, ?_⟩
  · rw [eigenbasis_mul hU, eigenbasis_mul hU]
    refine congrArg (fun a => U * diagonal a * Uᵀ) (funext fun i => ?_)
    exact mul_comm _ _
  · rw [eigenbasis_mul hU, eigenbasis_mul hU]
    refine congrArg (fun a => U * diagonal a * Uᵀ) (funext fun i => ?_)
    by_cases hi : d i = 0 <;> simp [hi]
  · rw [eigenbasis_mul hU, eigenbasis_mul hU]
    refine congrArg (fun a => U * diagonal a * Uᵀ) (funext fun i => ?_)
    by_cases hi : d i = 0 <;> simp [hi]
```

The theorem `genInv_unique` compares two decompositions `U, d` and `V, e` of the same `G`. After the relations have been extracted, `generalize` replaces the two inverses by plain matrices `X` and `Y`, so the rest of the argument uses only the relations. The step `hP` is the chain from $GX$ to $GY$, and the last calculation is the chain from $X$ to $Y$.

```lean
/-- The generalized inverse of `G` is the same for every choice of spectral decomposition. -/
theorem genInv_unique {G U V : Matrix m m ℝ} {d e : m → ℝ}
    (hU : IsSpectral G U d) (hV : IsSpectral G V e) : genInv U d = genInv V e := by
  obtain ⟨cX, gX, xX⟩ := genInv_relations hU
  obtain ⟨cY, gY, yY⟩ := genInv_relations hV
  generalize genInv U d = X at *
  generalize genInv V e = Y at *
  -- both inverses give the same projector
  have hP : G * X = G * Y := by
    calc G * X = (G * Y * G) * X := by rw [gY]
      _ = (G * Y) * (G * X) := by simp only [Matrix.mul_assoc]
      _ = (Y * G) * (X * G) := by rw [cY, cX]
      _ = Y * (G * X * G) := by simp only [Matrix.mul_assoc]
      _ = G * Y := by rw [gX, cY]
  calc X = X * G * X := xX.symm
    _ = X * (G * X) := Matrix.mul_assoc _ _ _
    _ = (X * G) * Y := by rw [hP, Matrix.mul_assoc]
    _ = (Y * G) * Y := by rw [← cX, hP, cY]
    _ = Y := yY
```

### The four properties of $P$

The main theorem reads: for every real matrix `B` and every spectral decomposition of $BB^{\mathsf T}$, the projector is symmetric and idempotent, leaves `B` unchanged, and has the same range as `B`. The range is expressed through `mulVecLin`, the linear map that multiplies a vector by the matrix.

In the proof, `hGt` and `hXt` are the symmetry of $G$ and $G^-$. The statement `hC` is $CC^{\mathsf T} = 0$, and `self_mul_conjTranspose_eq_zero` passes from there to $C = 0$. The range equality is proved as two inclusions, with the explicit preimages $B^{\mathsf T}G^-s$ and $Bx$ from the derivation.

```lean
/-- For every Wilson matrix `B`, the matrix `P = G G⁻` is symmetric and idempotent,
leaves `B` unchanged, and has the same range as `B`. -/
theorem projector_properties (B : Matrix m n ℝ) {U : Matrix m m ℝ} {d : m → ℝ}
    (h : IsSpectral (gMatrix B) U d) :
    (projector B U d)ᵀ = projector B U d ∧
    projector B U d * projector B U d = projector B U d ∧
    projector B U d * B = B ∧
    LinearMap.range (projector B U d).mulVecLin = LinearMap.range B.mulVecLin := by
  obtain ⟨hc, hg, _⟩ := genInv_relations h
  have hGt : (gMatrix B)ᵀ = gMatrix B := by
    unfold gMatrix
    rw [transpose_mul, transpose_transpose]
  have hXt : (genInv U d)ᵀ = genInv U d := by
    unfold genInv
    rw [transpose_mul, transpose_mul, transpose_transpose, diagonal_transpose,
      Matrix.mul_assoc]
  have hPB : projector B U d * B = B := by
    have hPG : projector B U d * (B * Bᵀ) = B * Bᵀ := hg
    -- the defect C = P B - B satisfies C Cᵀ = 0
    have hC : (projector B U d * B - B) * (projector B U d * B - B)ᵀ = 0 := by
      calc (projector B U d * B - B) * (projector B U d * B - B)ᵀ
          = (projector B U d * (B * Bᵀ) - B * Bᵀ) * ((projector B U d)ᵀ - 1) := by
            simp only [transpose_sub, transpose_mul, Matrix.sub_mul, Matrix.mul_sub,
              Matrix.mul_assoc, Matrix.mul_one]
        _ = 0 := by rw [hPG, sub_self, Matrix.zero_mul]
    rw [← conjTranspose_eq_transpose_of_trivial] at hC
    exact sub_eq_zero.mp (self_mul_conjTranspose_eq_zero.mp hC)
  refine ⟨?_, ?_, hPB, ?_⟩
  · unfold projector
    rw [transpose_mul, hGt, hXt, hc]
  · unfold projector
    rw [← Matrix.mul_assoc, hg]
  · apply le_antisymm
    · rintro _ ⟨s, rfl⟩
      refine ⟨(Bᵀ * genInv U d) *ᵥ s, ?_⟩
      simp only [mulVecLin_apply, mulVec_mulVec, projector, gMatrix, Matrix.mul_assoc]
    · rintro _ ⟨x, rfl⟩
      refine ⟨B *ᵥ x, ?_⟩
      simp only [mulVecLin_apply, mulVec_mulVec, hPB]
```

### Realisable and nearest displacements

The next theorem gives a test for whether a single vector lies in the range of `B`. Its proof uses $PB = B$ in one direction and the explicit preimage $B^{\mathsf T}G^-s$ in the other. The expression `B *ᵥ x` is the matrix–vector product $Bx$, so "realisable" has its first-order meaning. A finite step along curved internal coordinates is not described by it.

```lean
/-- An internal displacement `s` equals `B x` for some Cartesian displacement `x`
exactly when `P s = s`. -/
theorem realisable_iff (B : Matrix m n ℝ) {U : Matrix m m ℝ} {d : m → ℝ}
    (h : IsSpectral (gMatrix B) U d) (s : m → ℝ) :
    (∃ x, B *ᵥ x = s) ↔ projector B U d *ᵥ s = s := by
  obtain ⟨_, _, hPB, _⟩ := projector_properties B h
  constructor
  · rintro ⟨x, rfl⟩
    rw [mulVec_mulVec, hPB]
  · intro hs
    refine ⟨(Bᵀ * genInv U d) *ᵥ s, ?_⟩
    rw [mulVec_mulVec, ← Matrix.mul_assoc]
    exact hs
```

The last theorem states the least-squares property through squared lengths, written as dot products of a vector with itself. In its proof, `hw` is $P(s - Bx) = Ps - Bx$, `ho` is the orthogonality of the two parts, and `hn` says that the second squared length is nonnegative. Every internal coordinate has the same weight in this length. When bond lengths and angles are combined, the meaning of "closest" therefore depends on the units chosen for them.

```lean
/-- No Cartesian displacement `x` brings `B x` closer to a requested internal
displacement `s`, in the least-squares sense, than `P s` is. -/
theorem projector_least_squares (B : Matrix m n ℝ) {U : Matrix m m ℝ} {d : m → ℝ}
    (h : IsSpectral (gMatrix B) U d) (s : m → ℝ) (x : n → ℝ) :
    (s - projector B U d *ᵥ s) ⬝ᵥ (s - projector B U d *ᵥ s)
      ≤ (s - B *ᵥ x) ⬝ᵥ (s - B *ᵥ x) := by
  obtain ⟨hT, hI, hPB, _⟩ := projector_properties B h
  generalize projector B U d = P at *
  have hw : P *ᵥ (s - B *ᵥ x) = P *ᵥ s - B *ᵥ x := by
    rw [mulVec_sub, mulVec_mulVec, hPB]
  -- the residual `s - P s` is orthogonal to the difference `P s - B x`
  have ho : (s - P *ᵥ s) ⬝ᵥ (P *ᵥ s - B *ᵥ x) = 0 := by
    rw [← hw, dotProduct_mulVec, ← mulVec_transpose, hT, mulVec_sub, mulVec_mulVec, hI,
      sub_self, zero_dotProduct]
  have hn : 0 ≤ (P *ᵥ s - B *ᵥ x) ⬝ᵥ (P *ᵥ s - B *ᵥ x) :=
    Finset.sum_nonneg fun i _ => mul_self_nonneg _
  have hs : s - B *ᵥ x = (s - P *ᵥ s) + (P *ᵥ s - B *ᵥ x) := by abel
  rw [hs, add_dotProduct, dotProduct_add, dotProduct_add,
    dotProduct_comm (P *ᵥ s - B *ᵥ x) (s - P *ᵥ s), ho]
  linarith

end

end RedundantInternalCoordinates
```

```lean
#print axioms RedundantInternalCoordinates.genInv_unique
#print axioms RedundantInternalCoordinates.projector_properties
#print axioms RedundantInternalCoordinates.realisable_iff
#print axioms RedundantInternalCoordinates.projector_least_squares
```

```
'RedundantInternalCoordinates.genInv_unique' depends on axioms: [propext, Classical.choice, Quot.sound]
'RedundantInternalCoordinates.projector_properties' depends on axioms: [propext, Classical.choice, Quot.sound]
'RedundantInternalCoordinates.realisable_iff' depends on axioms: [propext, Classical.choice, Quot.sound]
'RedundantInternalCoordinates.projector_least_squares' depends on axioms: [propext, Classical.choice, Quot.sound]
```

## A threshold in place of exact zeros

In floating-point arithmetic, an eigenvalue that should vanish usually comes out as a small nonzero number. The definition could therefore have used a threshold $\varepsilon > 0$, inverting only the eigenvalues with $d_i > \varepsilon$. The product $GG^-$ would still be symmetric and idempotent, because each $d_i d_i^-$ would still be 0 or 1.

The other two properties would then need a further hypothesis, namely that no eigenvalue satisfies $0 < d_i \leq \varepsilon$. If one does, its eigenvector $u$ lies in the range of $B$, since $u = B(B^{\mathsf T}u)/d_i$, and yet $Pu = 0$. The projector would then discard a displacement that the atoms can make, and $PB = B$ would fail. The exact test `d i = 0` avoids this hypothesis, but it leaves the choice of a numerical threshold untreated.
